# Convergence of D^k L D^(−k) to the identity for unit lower triangular L and diagonal D with strictly decreasing nonzero moduli

Q: I have a small model Hamiltonian, written as a matrix A, and I apply it over and over to a set of basis vectors. Typically each vector turns towards the eigenvector whose eigenvalue is largest in modulus, so the columns of A^k become nearly parallel. Yet the QR algorithm, which is closely tied to these powers, finds the other eigenvectors too. I am told that a lemma about triangular matrices accounts for this. Where is the physics in it?

A: In the ratios of the eigenvalues. Put them in a diagonal matrix D = diag(d_0, ..., d_(n−1)), all nonzero and ordered by strictly decreasing modulus, and let L be lower triangular with ones on its diagonal. L records how the less dominant eigenvectors are mixed into suitable combinations of the starting vectors. After k applications of A, and a rescaling of each combination, the mixing is described by D^k L D^(−k), and the lemma says that this matrix tends to the identity. Here are the definitions, beginning with the distance we measure.

```lean
import Mathlib

open Matrix Filter Topology

namespace QRConvergenceLemma

noncomputable section

variable {n : ℕ}

/-- The Frobenius norm of a complex square matrix. -/
def frob (M : Matrix (Fin n) (Fin n) ℂ) : ℝ :=
  Real.sqrt (∑ i, ∑ j, ‖M i j‖ ^ 2)
```

`frob` is the Frobenius norm, the square root of the sum of |M_ij|² over all entries. The condition on the spectrum comes next.

```lean
/-- Each entry of `d` has modulus at most `ρ` times that of its predecessor. -/
def ModulusGap (d : Fin n → ℂ) (ρ : ℝ) : Prop :=
  ∀ i j : Fin n, i.val + 1 = j.val → ‖d j‖ ≤ ρ * ‖d i‖
```

Q: That compares only neighbours. And why moduli, when my energies are real?

A: Repeated multiplication amplifies a component by |d_i|, whatever its sign or phase. `ModulusGap d ρ` says |d_j| ≤ ρ |d_i| whenever j = i + 1. With ρ < 1 it stands for a spectrum in which each eigenvector is amplified less than the one before it. A pair of energies +E and −E violates it, although the two levels are not degenerate. The gap is assumed, not derived from a Hamiltonian.

```lean
/-- Lower triangular matrices with ones on the diagonal. -/
def UnitLower (L : Matrix (Fin n) (Fin n) ℂ) : Prop :=
  (∀ i, L i i = 1) ∧ ∀ i j, i < j → L i j = 0

/-- The scaled triangular factor `D^k L D^(-k)`, where `D` is the diagonal matrix of `d`. -/
def scaled (d : Fin n → ℂ) (L : Matrix (Fin n) (Fin n) ℂ) (k : ℕ) :
    Matrix (Fin n) (Fin n) ℂ :=
  diagonal d ^ k * L * (diagonal d)⁻¹ ^ k
```

`UnitLower` is the triangular condition on L, and `scaled d L k` is D^k L D^(−k), with the matrix inverse of D. The eigenvalues may be complex, and A need not be Hermitian.

Q: Then show me the calculation before the code.

A: Multiplying by D^k on the left scales row i by d_i^k, and multiplying by D^(−k) on the right scales column j by d_j^(−k). Hence

(D^k L D^(−k))_ij = (d_i/d_j)^k L_ij.

Above the diagonal L_ij = 0, and the entry stays 0. On the diagonal the ratio is 1, and the entry stays 1. Below it, write i = j + m with m ≥ 1. Using the gap m times gives

|d_i| ≤ ρ |d_(i−1)| ≤ ... ≤ ρ^m |d_j|,

and therefore, since 0 ≤ ρ < 1,

|(D^k L D^(−k))_ij| ≤ ρ^(mk) |L_ij| ≤ ρ^k |L_ij|.

Every entry of D^k L D^(−k) − I is thus at most ρ^k times the corresponding entry of L − I in modulus. Squaring, summing and taking the root, with ‖·‖ for the Frobenius norm, we get

‖D^k L D^(−k) − I‖ ≤ ρ^k ‖L − I‖.

Since ρ^k tends to 0, each entry converges, and so does the matrix.

Q: Does the formal proof follow that route?

A: Yes. First it inverts D entry by entry, which needs every d_i to be nonzero, and then it derives the formula for the entries.

```lean
lemma inv_diag {d : Fin n → ℂ} (hd : ∀ i, d i ≠ 0) :
    (diagonal d)⁻¹ = diagonal (fun i => (d i)⁻¹) := by
  apply Matrix.inv_eq_right_inv
  rw [Matrix.diagonal_mul_diagonal]
  ext a b
  by_cases h : a = b
  · subst h
    simp [hd a]
  · simp [h]

/-- The entry `(i, j)` of `D^k L D^(-k)` is that of `L` times `(d_i / d_j)^k`. -/
theorem scaled_apply {d : Fin n → ℂ} (hd : ∀ i, d i ≠ 0)
    (L : Matrix (Fin n) (Fin n) ℂ) (k : ℕ) (i j : Fin n) :
    scaled d L k i j = (d i / d j) ^ k * L i j := by
  unfold scaled
  rw [inv_diag hd, Matrix.diagonal_pow, Matrix.diagonal_pow, Matrix.mul_diagonal,
    Matrix.diagonal_mul]
  simp only [Pi.pow_apply]
  rw [div_eq_mul_inv, mul_pow]
  ring
```

The chain of inequalities becomes an induction on m. The inductive step inserts the eigenvalue at position i + m and applies the gap once more.

```lean
/-- The eigenvalue `m` places after another has modulus at most `ρ^m` times as large. -/
theorem gap_iterate {d : Fin n → ℂ} {ρ : ℝ} (hρ : 0 ≤ ρ) (gap : ModulusGap d ρ) (m : ℕ) :
    ∀ i j : Fin n, i.val + m = j.val → ‖d j‖ ≤ ρ ^ m * ‖d i‖ := by
  induction m with
  | zero =>
    intro i j h
    have hij : i = j := Fin.ext (by omega)
    subst hij
    simp
  | succ m ih =>
    intro i j h
    have hl : i.val + m < n := by
      have := j.isLt
      omega
    calc ‖d j‖ ≤ ρ * ‖d ⟨i.val + m, hl⟩‖ :=
          gap ⟨i.val + m, hl⟩ j (by show i.val + m + 1 = j.val; omega)
      _ ≤ ρ * (ρ ^ m * ‖d i‖) := mul_le_mul_of_nonneg_left (ih i ⟨i.val + m, hl⟩ rfl) hρ
      _ = ρ ^ (m + 1) * ‖d i‖ := by ring
```

Mind the indices: in `gap_iterate` the smaller eigenvalue is d_j, with j = i + m. The next theorem concerns entry (i, j) below the diagonal, so there i = j + m and the roles are exchanged. It divides by |d_j| and raises the ratio to the power k.

```lean
/-- After `k` steps an entry on the `m`-th subdiagonal has modulus at most `(ρ^m)^k` times that of
the same entry of `L`. -/
theorem subdiagonal_decay {d : Fin n → ℂ} {ρ : ℝ} (hd : ∀ i, d i ≠ 0) (hρ : 0 ≤ ρ)
    (gap : ModulusGap d ρ) (L : Matrix (Fin n) (Fin n) ℂ) (k m : ℕ) (i j : Fin n)
    (h : j.val + m = i.val) :
    ‖scaled d L k i j‖ ≤ (ρ ^ m) ^ k * ‖L i j‖ := by
  have hr : ‖d i‖ / ‖d j‖ ≤ ρ ^ m :=
    (div_le_iff₀ (norm_pos_iff.mpr (hd j))).mpr (gap_iterate hρ gap m j i h)
  rw [scaled_apply hd, norm_mul, norm_pow, norm_div]
  exact mul_le_mul_of_nonneg_right (pow_le_pow_left₀ (by positivity) hr k) (norm_nonneg _)
```

The three cases of the hand calculation are the three branches of `lt_trichotomy` in `error_entry`. The last branch also uses ρ^m ≤ ρ for m ≥ 1.

```lean
lemma error_entry {d : Fin n → ℂ} {ρ : ℝ} (hd : ∀ i, d i ≠ 0) (h0 : 0 ≤ ρ) (h1 : ρ < 1)
    (gap : ModulusGap d ρ) {L : Matrix (Fin n) (Fin n) ℂ} (hL : UnitLower L) (k : ℕ)
    (i j : Fin n) :
    ‖scaled d L k i j - (1 : Matrix (Fin n) (Fin n) ℂ) i j‖
      ≤ ρ ^ k * ‖L i j - (1 : Matrix (Fin n) (Fin n) ℂ) i j‖ := by
  rcases lt_trichotomy i j with h | h | h
  · -- above the diagonal everything vanishes
    simp [scaled_apply hd, hL.2 i j h, Matrix.one_apply_ne h.ne]
  · -- the diagonal stays equal to one
    subst h
    simp [scaled_apply hd, hL.1, div_self (hd i)]
  · -- below the diagonal the gap acts at least once
    have hlt : j.val < i.val := h
    rw [Matrix.one_apply_ne h.ne', sub_zero, sub_zero]
    refine (subdiagonal_decay hd h0 gap L k (i.val - j.val) i j (by omega)).trans ?_
    exact mul_le_mul_of_nonneg_right
      (pow_le_pow_left₀ (pow_nonneg h0 _) (pow_le_of_le_one h0 h1.le (by omega)) k)
      (norm_nonneg _)
```

Q: And the main theorem? I want to know what "tends to" means there.

A: It has two parts. The first is the Frobenius bound for every k, including k = 0. The second is convergence in the usual topology on matrices, which is convergence of every entry.

```lean
/-- QR convergence lemma: if `L` is unit lower triangular and the entries of `d` are nonzero with
modulus gap `0 ≤ ρ < 1`, then `D^k L D^(-k)` tends to the identity, and its Frobenius distance from
the identity is at most `ρ^k` times that of `L`. -/
theorem qr_convergence_lemma {d : Fin n → ℂ} {ρ : ℝ} (hd : ∀ i, d i ≠ 0) (h0 : 0 ≤ ρ)
    (h1 : ρ < 1) (gap : ModulusGap d ρ) {L : Matrix (Fin n) (Fin n) ℂ} (hL : UnitLower L) :
    (∀ k, frob (scaled d L k - 1) ≤ ρ ^ k * frob (L - 1)) ∧
      Tendsto (fun k => scaled d L k) atTop (𝓝 1) := by
  constructor
  · intro k
    unfold frob
    refine Real.sqrt_le_iff.mpr ⟨by positivity, ?_⟩
    rw [mul_pow, Real.sq_sqrt (by positivity), Finset.mul_sum]
    refine Finset.sum_le_sum fun i _ => ?_
    rw [Finset.mul_sum]
    refine Finset.sum_le_sum fun j _ => ?_
    rw [← mul_pow]
    exact pow_le_pow_left₀ (norm_nonneg _) (error_entry hd h0 h1 gap hL k i j) 2
  · -- convergence of matrices is convergence of every entry
    have key : ∀ i j, Tendsto (fun k => scaled d L k i j) atTop
        (𝓝 ((1 : Matrix (Fin n) (Fin n) ℂ) i j)) := by
      intro i j
      have lim := (tendsto_pow_atTop_nhds_zero_of_lt_one h0 h1).mul_const
        ‖L i j - (1 : Matrix (Fin n) (Fin n) ℂ) i j‖
      rw [zero_mul] at lim
      exact tendsto_iff_norm_sub_tendsto_zero.mpr
        (squeeze_zero (fun k => norm_nonneg _)
          (fun k => error_entry hd h0 h1 gap hL k i j) lim)
    exact tendsto_pi_nhds.mpr fun i => tendsto_pi_nhds.mpr fun j => key i j
```

For the bound, `Real.sqrt_le_iff` removes the root and `Finset.sum_le_sum` compares the sums term by term. For the limit, `squeeze_zero` traps each entry's error between 0 and a multiple of ρ^k.

Q: Perhaps the estimate is pessimistic, and the true rate is much better.

A: For some matrices it is: an L whose only nonzero entries below the diagonal lie on the second subdiagonal converges at least as fast as ρ^(2k). But for n ≥ 2 no better factor in terms of ρ alone holds for every L and every spectrum with that gap. If neighbouring moduli have ratio exactly ρ and L has nonzero entries only on the diagonal and the first subdiagonal, then every error entry shrinks by exactly ρ^k, and the bound is an equality.

```lean
/-- If neighbouring moduli have ratio exactly `ρ` and `L` is lower bidiagonal with ones on the
diagonal, the Frobenius distance from the identity is exactly `ρ^k` times that of `L`. -/
theorem rate_is_sharp {d : Fin n → ℂ} {ρ : ℝ} (hd : ∀ i, d i ≠ 0) (h0 : 0 ≤ ρ)
    (ratio : ∀ i j : Fin n, i.val + 1 = j.val → ‖d j‖ = ρ * ‖d i‖)
    {L : Matrix (Fin n) (Fin n) ℂ} (hL : UnitLower L)
    (band : ∀ i j : Fin n, j.val + 1 < i.val → L i j = 0) (k : ℕ) :
    frob (scaled d L k - 1) = ρ ^ k * frob (L - 1) := by
  have key : ∀ i j, ‖(scaled d L k - 1) i j‖ = ρ ^ k * ‖(L - 1) i j‖ := by
    intro i j
    rcases lt_trichotomy i j with h | h | h
    · simp [scaled_apply hd, hL.2 i j h, Matrix.one_apply_ne h.ne]
    · subst h
      simp [scaled_apply hd, hL.1, div_self (hd i)]
    · have hlt : j.val < i.val := h
      simp only [Matrix.sub_apply, Matrix.one_apply_ne h.ne', sub_zero]
      rw [scaled_apply hd]
      by_cases hs : j.val + 1 = i.val
      · rw [norm_mul, norm_pow, norm_div, ratio j i hs, mul_div_assoc,
          div_self (norm_ne_zero_iff.mpr (hd j)), mul_one]
      · simp [band i j (by omega)]
  unfold frob
  simp_rw [key, mul_pow, ← Finset.mul_sum]
  rw [Real.sqrt_mul (sq_nonneg _), Real.sqrt_sq (pow_nonneg h0 k)]
```

The proof uses the same three cases, with equalities in place of inequalities; `band` removes everything below the first subdiagonal.

Q: What happens as the gap closes?

A: `rate_is_sharp` does not require ρ < 1, so you can set ρ = 1 in it: the distance then never changes. With eigenvalues 1 and −1 and a subdiagonal entry 1 in L, that entry becomes (−1)^k and alternates for ever. At the other extreme, for n = 1 there are no neighbours to compare, L is the number 1, and both sides of the bound are 0.

Q: So far my Hamiltonian has not appeared. How does A enter?

A: Through its eigenvectors. Let the columns of X be eigenvectors, so that A = X D X⁻¹, and suppose X⁻¹ = L U. In A^k the inner factors X⁻¹X cancel, and inserting D^(−k) D^k = I gives

A^k = X D^k L U = X (D^k L D^(−k)) D^k U.

Multiplying on the right by U⁻¹ and then by D^(−k) leaves

A^k U⁻¹ D^(−k) = X (D^k L D^(−k)),

which tends to X.

```lean
lemma diag_pow_cancel {d : Fin n → ℂ} (hd : ∀ i, d i ≠ 0) (k : ℕ) :
    (diagonal d)⁻¹ ^ k * diagonal d ^ k = 1 := by
  rw [inv_diag hd, Matrix.diagonal_pow, Matrix.diagonal_pow, Matrix.diagonal_mul_diagonal]
  ext a b
  by_cases h : a = b
  · subst h
    simp [hd a]
  · simp [h]

/-- If `A = X D X⁻¹` and `X⁻¹ = L U`, then `A^k = X (D^k L D^(-k)) D^k U`. -/
theorem power_factorization {d : Fin n → ℂ} (hd : ∀ i, d i ≠ 0)
    {A X L U : Matrix (Fin n) (Fin n) ℂ} (hX : X * (L * U) = 1)
    (hA : A = X * diagonal d * (L * U)) (k : ℕ) :
    A ^ k = X * scaled d L k * diagonal d ^ k * U := by
  have hY : (L * U) * X = 1 := mul_eq_one_comm.mp hX
  have hpow : A ^ k = X * diagonal d ^ k * (L * U) := by
    induction k with
    | zero => rw [pow_zero, pow_zero, mul_one, hX]
    | succ k ih =>
      rw [pow_succ, ih, pow_succ, hA]
      calc X * diagonal d ^ k * (L * U) * (X * diagonal d * (L * U))
          = X * diagonal d ^ k * ((L * U) * X) * (diagonal d * (L * U)) := by
            simp only [mul_assoc]
        _ = X * (diagonal d ^ k * diagonal d) * (L * U) := by
            rw [hY, mul_one]
            simp only [mul_assoc]
  calc A ^ k = X * diagonal d ^ k * L * 1 * U := by
        rw [hpow, mul_one]
        simp only [mul_assoc]
    _ = X * scaled d L k * diagonal d ^ k * U := by
        rw [← diag_pow_cancel hd k]
        simp only [scaled, mul_assoc]
```

Lean states X⁻¹ = L U as `X * (L * U) = 1`. For square matrices a one-sided inverse is two-sided, and `mul_eq_one_comm` supplies the other order. An induction on k then gives A^k = X D^k L U, and `diag_pow_cancel` inserts the identity between L and U.

```lean
/-- If `A = X D X⁻¹` and `X⁻¹ = L U` with `L` unit lower triangular, and the diagonal entries of `D`
are nonzero with modulus gap `0 ≤ ρ < 1`, then `A^k U⁻¹ D^(-k)` tends to the eigenvector matrix `X`.
-/
theorem powers_tend_to_eigenvectors {d : Fin n → ℂ} {ρ : ℝ} (hd : ∀ i, d i ≠ 0)
    (h0 : 0 ≤ ρ) (h1 : ρ < 1) (gap : ModulusGap d ρ)
    {A X L U : Matrix (Fin n) (Fin n) ℂ} (hL : UnitLower L) (hX : X * (L * U) = 1)
    (hA : A = X * diagonal d * (L * U)) :
    Tendsto (fun k => A ^ k * U⁻¹ * (diagonal d)⁻¹ ^ k) atTop (𝓝 X) := by
  have hU : U * (X * L) = 1 := mul_eq_one_comm.mp (by rw [mul_assoc]; exact hX)
  have hUi : U * U⁻¹ = 1 := by rw [Matrix.inv_eq_right_inv hU]; exact hU
  -- the outer factors cancel and leave X times the scaled factor
  have heq : ∀ k, A ^ k * U⁻¹ * (diagonal d)⁻¹ ^ k = X * scaled d L k := by
    intro k
    have hD : diagonal d ^ k * (diagonal d)⁻¹ ^ k = 1 :=
      mul_eq_one_comm.mp (diag_pow_cancel hd k)
    rw [power_factorization hd hX hA k, mul_assoc _ U, hUi, mul_one, mul_assoc _ _ (_ ^ k),
      hD, mul_one]
  have lim := (qr_convergence_lemma hd h0 h1 gap hL).2.const_mul X
  rw [mul_one] at lim
  simpa only [heq] using lim
```

Here `heq` is the cancellation above, and the limit follows from the main theorem multiplied by the constant matrix X.

Q: You never said that U is upper triangular.

A: The limit does not need it, but the interpretation does. If U is upper triangular, multiplying by U⁻¹ D^(−k) only recombines each column of A^k with earlier ones, so the span of the first p columns is unchanged. Those spans therefore approach the spans of the first p eigenvectors, even while the columns themselves become nearly parallel.

Q: And is such a factorisation always available?

A: No, it is a hypothesis. With U upper triangular it means that, for each p, no nonzero combination of the first p basis vectors lacks components along all of the first p eigenvectors. It is the block version of the requirement that a starting vector overlap with the state you want.

Q: Then have we proved that the QR algorithm converges?

A: No. Going from this limit to the orthogonal factors of A^k, and from there to the QR iterates, takes a further argument that is not given here. Shifts and rounding errors are absent as well. What you have is a bound on the rate: for a finite, diagonalisable model matrix that meets the hypotheses, in exact arithmetic, the unwanted mixing dies out at least as fast as the k-th power of the largest ratio |d_(i+1)|/|d_i| between neighbouring eigenvalues.

Q: Give me numbers.

A: Take eigenvalues 2 and 1, so ρ = 1/2, and write matrices row by row:

X = [2, −1; −1, 1], L = [1, 0; 1, 1], U = [1, 1; 0, 1].

Then L U = [1, 1; 1, 2], and X (L U) = I. The Hamiltonian's stand-in, which is not Hermitian and serves only to illustrate the algebra, is

A = X D L U = [3, 2; −1, 0],

with trace 3 and determinant 2, as it should have. For k = 3,

D³ L D^(−3) = [1, 0; 1/8, 1],

at distance 1/8 from the identity, where L was at distance 1. On the other side,

A³ = [15, 14; −7, −6],

A³ U⁻¹ D^(−3) = [15/8, −1; −7/8, 1].

The second column already equals that of X, and the first differs from (2, −1) by 1/8 in each component. The last theorem checks that these values of d, ρ, X, L and U satisfy the conditions on the spectrum and the factorisation, so the assumptions are compatible in a case with genuine mixing.

```lean
/-- The eigenvalues 2 and 1 with `ρ = 1/2` and explicit 2 × 2 matrices `X`, `L`, `U` meet the
hypotheses on the spectrum and on the factorization. -/
theorem factorization_witness :
    (∀ i, (![2, 1] : Fin 2 → ℂ) i ≠ 0) ∧ ModulusGap (![2, 1] : Fin 2 → ℂ) (1 / 2) ∧
      UnitLower (!![1, 0; 1, 1] : Matrix (Fin 2) (Fin 2) ℂ) ∧
      (!![2, -1; -1, 1] : Matrix (Fin 2) (Fin 2) ℂ) * (!![1, 0; 1, 1] * !![1, 1; 0, 1]) = 1 := by
  refine ⟨?_, ?_, ⟨?_, ?_⟩, ?_⟩
  · intro i
    fin_cases i <;> simp
  · intro i j h
    fin_cases i <;> fin_cases j <;> first | (norm_num at h; done) | norm_num
  · intro i
    fin_cases i <;> simp
  · intro i j h
    fin_cases i <;> fin_cases j <;> simp at h ⊢
  · ext i j
    fin_cases i <;> fin_cases j <;>
      norm_num [Matrix.mul_apply, Fin.sum_univ_succ]

end

end QRConvergenceLemma
```

```lean
#print axioms QRConvergenceLemma.qr_convergence_lemma
#print axioms QRConvergenceLemma.rate_is_sharp
#print axioms QRConvergenceLemma.powers_tend_to_eigenvectors
```

```
'QRConvergenceLemma.qr_convergence_lemma' depends on axioms: [propext, Classical.choice, Quot.sound]
'QRConvergenceLemma.rate_is_sharp' depends on axioms: [propext, Classical.choice, Quot.sound]
'QRConvergenceLemma.powers_tend_to_eigenvectors' depends on axioms: [propext, Classical.choice, Quot.sound]
```
